# In a finite basis, solvability of the Sternheimer equation with overlap fixes the first-order energy

With ultrasoft pseudopotentials, PAW or atom-centred basis functions, an orbital p with energy e solves Hp = eSp, where H is the Hamiltonian matrix and S the overlap matrix. Displacing an ion by λ changes both. Insert H + λH1, S + λS1, e + λc and p + λx into the eigenproblem; the terms linear in λ give

Hx + H1p = eSx + eS1p + cSp

(H − eS)x = −(H1 − eS1 − cS)p

Since H − eS annihilates p it is singular, and the question is which c admit a solution. For Hermitian H and S, real e, a nondegenerate level and ⟨p,Sp⟩ = 1, the answer is exactly

c = ⟨p,(H1 − eS1)p⟩

This is the first-order orbital energy of linear-response calculations, including the term −e⟨p,S1p⟩. There H1 is the full first-order change of H, which in a self-consistent calculation contains the response of the self-consistent potential; here H1 is taken as given. The expansion in λ only motivates the equation; differentiability of the eigenpair is not treated.

In Lean 4 with Mathlib:

```lean
import Mathlib

open Matrix

namespace GeneralizedSternheimer

noncomputable section

variable {n m : Type*} [Fintype n] [DecidableEq n] [Fintype m] [DecidableEq m]
```

`shifted H S e` is H − eS, `braket u A v` is ⟨u,Av⟩ with the conjugate on u, and `sternheimerRhs` is the right-hand side, with c complex.

```lean
/-- The shifted operator `H - e S` for a Hamiltonian `H`, an overlap `S` and a real energy `e`. -/
def shifted (H S : Matrix n n ℂ) (e : ℝ) : Matrix n n ℂ := H - (e : ℂ) • S

/-- The matrix element `⟨u, A v⟩`. -/
def braket (u : n → ℂ) (A : Matrix n n ℂ) (v : n → ℂ) : ℂ := star u ⬝ᵥ A *ᵥ v

/-- The right-hand side `-(H1 - e S1 - c S) p` of the Sternheimer equation with overlap. -/
def sternheimerRhs (H1 S1 S : Matrix n n ℂ) (e : ℝ) (c : ℂ) (p : n → ℂ) : n → ℂ :=
  -((shifted H1 S1 e - c • S) *ᵥ p)
```

## Hermitian H and S, real e

These make A = H − eS Hermitian. Collect vectors that span the kernel as the columns of a matrix P, with conjugate transpose Pᴴ. From AP = 0 follows PᴴA = (AP)ᴴ = 0, so Ax = b forces Pᴴb = 0. The proof extracts column j of AP by applying `hP` to `Pi.single j 1` and then applies `conjTranspose`. For non-Hermitian A, solvability would be governed by the left null vector, which need not be p.

```lean
omit [Fintype n] [DecidableEq n] in
/-- For Hermitian `H`, `S` and real `e`, the operator `H - e S` is Hermitian. -/
theorem shifted_isHermitian {H S : Matrix n n ℂ} (hH : H.IsHermitian) (hS : S.IsHermitian)
    (e : ℝ) : (shifted H S e).IsHermitian := by
  unfold IsHermitian shifted
  rw [conjTranspose_sub, conjTranspose_smul, hH.eq, hS.eq]
  simp

omit [DecidableEq n] in
/-- If a Hermitian `A` annihilates all combinations of the columns of `P`, then `Pᴴ A = 0`. -/
theorem adjoint_mul_eq_zero {A : Matrix n n ℂ} {P : Matrix n m ℂ} (hA : A.IsHermitian)
    (hP : ∀ a, A *ᵥ (P *ᵥ a) = 0) : Pᴴ * A = 0 := by
  have hAP : A * P = 0 := by
    ext i j
    have h := hP (Pi.single j 1)
    rw [mulVec_mulVec, mulVec_single_one] at h
    exact congrFun h i
  have h := congrArg conjTranspose hAP
  rwa [conjTranspose_mul, hA.eq, conjTranspose_zero] at h
```

## S-orthonormal kernel vectors

The condition PᴴSP = 1, or ⟨p,Sp⟩ = 1 for one column, normalises the states in the metric S. The converse, that Pᴴb = 0 makes Ax = b solvable, holds for any Hermitian A whose kernel is spanned by the columns of P; the proof here uses the normalisation. Define

B = A + SPPᴴS, so that PᴴB = PᴴS

If Bv = 0 then PᴴSv = 0, hence Av = 0, hence v = Pa for some coefficient vector a, and a = PᴴSPa = 0. So B is injective. For Pᴴb = 0 and x = B⁻¹b, PᴴSx = Pᴴb = 0, and therefore Ax = Bx = b. In the proof below these steps are `hproj`, `hsame`, `hdet` and `hx`. With ⟨p,Sp⟩ = s ≠ 0 the value of c would be divided by s; with s = 0, c would drop out of the condition.

## A finite basis

`Matrix n n ℂ` over a finite index type is a truncated basis; operators on function spaces are not covered. Finiteness is what turns injective into invertible. The device is `Matrix.exists_mulVec_eq_zero_iff`: a square matrix has a nonzero null vector exactly when its determinant vanishes. Assuming `B.det = 0`, its right-to-left direction supplies a nonzero v, which the injectivity argument contradicts. Mathlib's `B⁻¹` is zero for singular matrices, so `mul_nonsing_inv` needs the nonzero determinant. In infinite dimension the range of A would also have to be closed.

```lean
/-- Let the kernel of the Hermitian `A` be spanned by the columns of `P`, with `Pᴴ S P = 1`.
Then `A x = b` has a solution if and only if `b` is orthogonal to all columns of `P`. -/
theorem solvable_iff_orthogonal {A S : Matrix n n ℂ} {P : Matrix n m ℂ} (hA : A.IsHermitian)
    (hker : ∀ v, A *ᵥ v = 0 ↔ ∃ a, v = P *ᵥ a) (hnorm : Pᴴ * S * P = 1) (b : n → ℂ) :
    (∃ x, A *ᵥ x = b) ↔ Pᴴ *ᵥ b = 0 := by
  have hPA : Pᴴ * A = 0 := adjoint_mul_eq_zero hA fun a => (hker _).2 ⟨a, rfl⟩
  constructor
  · rintro ⟨x, rfl⟩
    rw [mulVec_mulVec, hPA, zero_mulVec]
  · intro hb
    -- the deflated operator B = A + S P Pᴴ S
    obtain ⟨B, hB⟩ : ∃ B, B = A + S * P * (Pᴴ * S) := ⟨_, rfl⟩
    have hproj : Pᴴ * B = Pᴴ * S := by
      rw [hB, Matrix.mul_add, hPA, zero_add, ← Matrix.mul_assoc Pᴴ (S * P) (Pᴴ * S),
        ← Matrix.mul_assoc Pᴴ S P, hnorm, Matrix.one_mul]
    -- where Pᴴ B v vanishes, so does Pᴴ S v, and B acts as A
    have hsame : ∀ v, Pᴴ *ᵥ (B *ᵥ v) = 0 → (Pᴴ * S) *ᵥ v = 0 ∧ A *ᵥ v = B *ᵥ v := by
      intro v hv
      rw [mulVec_mulVec, hproj] at hv
      refine ⟨hv, ?_⟩
      have h : (S * P * (Pᴴ * S)) *ᵥ v = (S * P) *ᵥ ((Pᴴ * S) *ᵥ v) := by
        rw [mulVec_mulVec]
      rw [hB, add_mulVec, h, hv, mulVec_zero, add_zero]
    -- B is injective, hence invertible
    have hdet : B.det ≠ 0 := by
      intro hdet
      obtain ⟨v, hv, h⟩ := Matrix.exists_mulVec_eq_zero_iff.2 hdet
      obtain ⟨h1, h2⟩ := hsame v (by rw [h, mulVec_zero])
      obtain ⟨a, rfl⟩ := (hker v).1 (h2.trans h)
      rw [mulVec_mulVec, hnorm, one_mulVec] at h1
      exact hv (by rw [h1, mulVec_zero])
    have hx : B *ᵥ (B⁻¹ *ᵥ b) = b := by
      rw [mulVec_mulVec, mul_nonsing_inv _ (isUnit_iff_ne_zero.2 hdet), one_mulVec]
    exact ⟨B⁻¹ *ᵥ b, (hsame _ (by rw [hx, hb])).2.trans hx⟩
```

## The kernel is exactly the span

`hker` is an equivalence: H − eS annihilates every combination Pa of the columns, and no other vector. The second half enters where Av = 0 gives v = Pa. For Hermitian H and S, a degenerate level and the state Pa, `hr` and `hM` evaluate

Pᴴb = −(Pᴴ(H1 − eS1)P a − c a)

so a nonzero a must be an eigenvector of the projected perturbation, with eigenvalue c.

```lean
/-- Degenerate level: if the `S`-orthonormal columns of `P` span the kernel of `H - e S`, the
equation for the state `P a` is solvable if and only if `Pᴴ (H1 - e S1) P a = c a`. -/
theorem sternheimer_solvable_iff_degenerate {H S : Matrix n n ℂ} {P : Matrix n m ℂ} {e : ℝ}
    (hH : H.IsHermitian) (hS : S.IsHermitian)
    (hker : ∀ v, shifted H S e *ᵥ v = 0 ↔ ∃ a, v = P *ᵥ a) (hnorm : Pᴴ * S * P = 1)
    (H1 S1 : Matrix n n ℂ) (c : ℂ) (a : m → ℂ) :
    (∃ x, shifted H S e *ᵥ x = sternheimerRhs H1 S1 S e c (P *ᵥ a)) ↔
      (Pᴴ * shifted H1 S1 e * P) *ᵥ a = c • a := by
  rw [solvable_iff_orthogonal (shifted_isHermitian hH hS e) hker hnorm]
  have hM : Pᴴ * ((shifted H1 S1 e - c • S) * P)
      = Pᴴ * shifted H1 S1 e * P - c • (1 : Matrix m m ℂ) := by
    rw [Matrix.sub_mul, Matrix.mul_sub, Matrix.smul_mul, Matrix.mul_smul,
      ← Matrix.mul_assoc Pᴴ S P, hnorm, Matrix.mul_assoc]
  have hr : Pᴴ *ᵥ sternheimerRhs H1 S1 S e c (P *ᵥ a)
      = -((Pᴴ * ((shifted H1 S1 e - c • S) * P)) *ᵥ a) := by
    simp only [sternheimerRhs, mulVec_neg, mulVec_mulVec]
  rw [hr, hM, sub_mulVec, smul_mulVec, one_mulVec, neg_eq_zero, sub_eq_zero]
```

For a single p, again with Hermitian H and S, the proof builds a one-column P indexed by `Unit`, and `hr` computes ⟨p,b⟩ = c − ⟨p,(H1 − eS1)p⟩. If the kernel were larger than the span of p, solvability could fail for every c: with H = 0, S = 1, e = 0, S1 = 0, H1 = [[0,1],[1,0]] and p = (1,0), the equation reads 0 = (c,−1).

```lean
/-- If the kernel of `H - e S` is spanned by `p` with `⟨p, S p⟩ = 1`, then
`(H - e S) x = -(H1 - e S1 - c S) p` has a solution if and only if `c = ⟨p, (H1 - e S1) p⟩`. -/
theorem sternheimer_solvable_iff {H S : Matrix n n ℂ} {p : n → ℂ} {e : ℝ}
    (hH : H.IsHermitian) (hS : S.IsHermitian)
    (hker : ∀ v, shifted H S e *ᵥ v = 0 ↔ ∃ a : ℂ, v = a • p) (hnorm : braket p S p = 1)
    (H1 S1 : Matrix n n ℂ) (c : ℂ) :
    (∃ x, shifted H S e *ᵥ x = sternheimerRhs H1 S1 S e c p) ↔
      c = braket p (shifted H1 S1 e) p := by
  -- view p as a one-column matrix
  let P : Matrix n Unit ℂ := Matrix.of fun i _ => p i
  have hP : ∀ a, P *ᵥ a = a () • p := by
    intro a
    ext i
    simp [P, mulVec, dotProduct, mul_comm]
  have hker' : ∀ v, shifted H S e *ᵥ v = 0 ↔ ∃ a, v = P *ᵥ a := by
    intro v
    rw [hker]
    exact ⟨fun ⟨a, ha⟩ => ⟨fun _ => a, by rw [hP, ha]⟩, fun ⟨a, ha⟩ => ⟨a (), by rw [ha, hP]⟩⟩
  have hnorm' : Pᴴ * S * P = 1 := by
    rw [Matrix.mul_assoc]
    ext i j
    obtain rfl : i = j := Subsingleton.elim _ _
    rw [one_apply_eq, ← hnorm]
    rfl
  have hPH : ∀ b, Pᴴ *ᵥ b = fun _ => star p ⬝ᵥ b := by
    intro b
    rfl
  have hr : star p ⬝ᵥ sternheimerRhs H1 S1 S e c p = c - braket p (shifted H1 S1 e) p := by
    unfold braket at hnorm ⊢
    rw [sternheimerRhs, dotProduct_neg, sub_mulVec, smul_mulVec, dotProduct_sub,
      dotProduct_smul, hnorm]
    simp
  rw [solvable_iff_orthogonal (shifted_isHermitian hH hS e) hker' hnorm', hPH, hr]
  exact ⟨fun h => sub_eq_zero.1 (congrFun h ()), fun h => funext fun _ => sub_eq_zero.2 h⟩
```

## Hermitian H1 and S1

The equivalence holds for arbitrary H1 and S1. Hermiticity, which keeps the perturbed problem Hermitian, makes c real: moving H1 − eS1 across the product shows that ⟨p,(H1 − eS1)p⟩ equals its conjugate.

```lean
omit [DecidableEq n] in
/-- For Hermitian `H1`, `S1` and real `e`, the number `⟨p, (H1 - e S1) p⟩` is real. -/
theorem first_order_energy_real {H1 S1 : Matrix n n ℂ} (hH1 : H1.IsHermitian)
    (hS1 : S1.IsHermitian) (e : ℝ) (p : n → ℂ) : (braket p (shifted H1 S1 e) p).im = 0 := by
  have h : braket p (shifted H1 S1 e) p = star (braket p (shifted H1 S1 e) p) := by
    unfold braket
    conv_lhs =>
      rw [star_dotProduct, star_mulVec, (shifted_isHermitian hH1 hS1 e).eq, ← dotProduct_mulVec]
  exact Complex.conj_eq_iff_im.1 h.symm
```

## The gauge ⟨p,Sx⟩ = −½⟨p,S1p⟩

Adding a multiple of p to x gives another solution. Keeping the perturbed state normalised requires 2 Re⟨p,Sx⟩ + ⟨p,S1p⟩ = 0 at first order, and for Hermitian S1 the gauge adds the phase choice Im⟨p,Sx⟩ = 0. The theorem takes the gauge as given and, for Hermitian H and S, a kernel of H − eS spanned by p and ⟨p,Sp⟩ = 1, yields exactly one solution. Both halves use `hadd`, ⟨p,S(x + ap)⟩ = ⟨p,Sx⟩ + a for a number a, which rests on the normalisation.

```lean
/-- With `c = ⟨p, (H1 - e S1) p⟩` there is exactly one solution `x` that satisfies
`⟨p, S x⟩ = -½ ⟨p, S1 p⟩`. -/
theorem sternheimer_existsUnique_gauge {H S : Matrix n n ℂ} {p : n → ℂ} {e : ℝ}
    (hH : H.IsHermitian) (hS : S.IsHermitian)
    (hker : ∀ v, shifted H S e *ᵥ v = 0 ↔ ∃ a : ℂ, v = a • p) (hnorm : braket p S p = 1)
    (H1 S1 : Matrix n n ℂ) :
    ∃! x, shifted H S e *ᵥ x = sternheimerRhs H1 S1 S e (braket p (shifted H1 S1 e) p) p ∧
      braket p S x = -(1 / 2) * braket p S1 p := by
  have hadd : ∀ (x : n → ℂ) (a : ℂ), braket p S (x + a • p) = braket p S x + a := by
    intro x a
    unfold braket at hnorm ⊢
    rw [mulVec_add, mulVec_smul, dotProduct_add, dotProduct_smul, hnorm]
    simp
  apply existsUnique_of_exists_of_unique
  · -- shift any solution along p
    obtain ⟨x, hx⟩ := (sternheimer_solvable_iff hH hS hker hnorm H1 S1 _).2 rfl
    refine ⟨x + (-(1 / 2) * braket p S1 p - braket p S x) • p, ?_, ?_⟩
    · rw [mulVec_add, hx, (hker _).2 ⟨_, rfl⟩, add_zero]
    · rw [hadd]
      ring
  · -- two solutions differ by a multiple of p
    rintro x y ⟨hx, gx⟩ ⟨hy, gy⟩
    obtain ⟨a, ha⟩ := (hker (x - y)).1 (by rw [mulVec_sub, hx, hy, sub_self])
    have hxy : x = y + a • p := by rw [← ha]; abel
    have h := hadd y a
    rw [← hxy, gx, gy] at h
    have ha0 : a = 0 := by linear_combination -h
    rw [hxy, ha0, zero_smul, add_zero]
```

## Positive definite S and a two-function model

For linearly independent atom-centred functions S is positive definite, which guarantees that any eigenvector can be normalised. The theorems assume the normalisation directly and never use positivity. The model verifies the assumptions with a positive definite, non-diagonal S, at e = 2 and p = (1,0), using ⟨v,Sv⟩ = |v₀ + v₁|² + |v₁|² and H − 2S = [[0,0],[0,1]].

```lean
/-- A two-function Hamiltonian matrix. -/
def modelH : Matrix (Fin 2) (Fin 2) ℂ := !![2, 2; 2, 5]

/-- A non-diagonal two-function overlap matrix. -/
def modelS : Matrix (Fin 2) (Fin 2) ℂ := !![1, 1; 1, 2]

/-- `modelH`, `modelS` are Hermitian, `modelS` is positive definite, and `p = (1, 0)` is
`S`-normalised and spans the kernel of `H - 2 S`. -/
theorem sternheimer_witness :
    modelH.IsHermitian ∧ modelS.IsHermitian ∧ (∀ v, v ≠ 0 → 0 < (braket v modelS v).re) ∧
      (∀ v, shifted modelH modelS 2 *ᵥ v = 0 ↔ ∃ a : ℂ, v = a • ![1, 0]) ∧
      braket ![1, 0] modelS ![1, 0] = 1 := by
  have hA : shifted modelH modelS 2 = !![0, 0; 0, 1] := by
    ext i j
    fin_cases i <;> fin_cases j <;> norm_num [shifted, modelH, modelS]
  refine ⟨?_, ?_, ?_, ?_, ?_⟩
  · ext i j
    fin_cases i <;> fin_cases j <;> simp [modelH, conjTranspose_apply]
  · ext i j
    fin_cases i <;> fin_cases j <;> simp [modelS, conjTranspose_apply]
  · intro v hv
    have h : (braket v modelS v).re = Complex.normSq (v 0 + v 1) + Complex.normSq (v 1) := by
      simp [braket, modelS, mulVec, dotProduct, Fin.sum_univ_two, Complex.normSq_apply]
      ring
    rw [h]
    by_cases h1 : v 1 = 0
    · have h0 : v 0 ≠ 0 := fun h0 => hv (by ext i; fin_cases i <;> simp [h0, h1])
      simpa [h1] using h0
    · linarith [Complex.normSq_nonneg (v 0 + v 1), Complex.normSq_pos.2 h1]
  · intro v
    rw [hA]
    constructor
    · intro h
      have h1 : v 1 = 0 := by
        simpa [mulVec, dotProduct, Fin.sum_univ_two] using congrFun h 1
      exact ⟨v 0, by ext i; fin_cases i <;> simp [h1]⟩
    · rintro ⟨a, rfl⟩
      ext i
      fin_cases i <;> simp [mulVec, dotProduct, Fin.sum_univ_two]
  · simp [braket, modelS, mulVec, dotProduct, Fin.sum_univ_two]

end

end GeneralizedSternheimer
```

```lean
#print axioms GeneralizedSternheimer.sternheimer_solvable_iff_degenerate
#print axioms GeneralizedSternheimer.first_order_energy_real
#print axioms GeneralizedSternheimer.sternheimer_existsUnique_gauge
```

```
'GeneralizedSternheimer.sternheimer_solvable_iff_degenerate' depends on axioms: [propext, Classical.choice, Quot.sound]
'GeneralizedSternheimer.first_order_energy_real' depends on axioms: [propext, Classical.choice, Quot.sound]
'GeneralizedSternheimer.sternheimer_existsUnique_gauge' depends on axioms: [propext, Classical.choice, Quot.sound]
```

Take H1 = [[3,2],[2,0]] and S1 = [[1,0],[0,0]]; this example and the comments on weakened hypotheses are not among the theorems. Then (H1 − 2S1)p = (1,2) and Sp = (1,1), so the equation is

(0, x₁) = (c − 1, c − 2)

which gives c = 1, against ⟨p,H1p⟩ = 3, and x₁ = −1. Here B = [[1,1],[1,2]] and B⁻¹(0,−1) = (1,−1). The gauge x₀ + x₁ = −½ shifts this to x = (½,−1).
